# For a tight-binding chain, L² times the error of averaging the dispersion over a momentum patch of width 2π/L tends to (π²/3) t cos K

The theorem `tendsto_sq_mul_error` concerns the nearest-neighbour tight-binding dispersion −2t cos k, with real hopping t and dimensionless momentum k. The dispersion is averaged over a patch of width 2π/L centred at a fixed K, and its value at K is subtracted. The theorem says that L² times this difference tends to (π²/3) t cos K as the natural number L goes to infinity. The attempt first shows that L²(1 − sin x/x), with x = π/L, tends to π²/6, by bounding the distance from the limit with the Taylor remainder of the sine. It then multiplies by 2t cos K and uses the closed form of the patch average.

This version doesn't compile in Lean 4 with Mathlib:

```lean
import Mathlib

open Filter Topology
open scoped Real

namespace TendstoSqMulError

noncomputable section

/-- The nearest-neighbour tight-binding dispersion `-2t cos k` of a chain with hopping `t`. -/
def dispersion (t k : ℝ) : ℝ := -2 * t * Real.cos k

/-- The average of a function of momentum over the patch `[K - π/L, K + π/L]`,
for a number of patches `L ≥ 1`. -/
def patchAverage (f : ℝ → ℝ) (L : ℕ) (K : ℝ) : ℝ :=
  (∫ k in (K - π / L)..(K + π / L), f k) / (2 * π / L)

/-- The integral of the chain dispersion over a momentum window of half-width `δ`
centred at `K` is `-4t cos K sin δ`. -/
theorem integral_dispersion (t K δ : ℝ) :
    ∫ k in (K - δ)..(K + δ), dispersion t k = -4 * t * Real.cos K * Real.sin δ := by
  simp only [dispersion]
  rw [intervalIntegral.integral_const_mul, integral_cos, Real.sin_add, Real.sin_sub]
  ring

/-- For `x ≥ 0` the sine is bounded below by its third-order Taylor polynomial. -/
theorem sub_cube_le_sin {x : ℝ} (hx : 0 ≤ x) : x - x ^ 3 / 6 ≤ Real.sin x := by
  have hd : ∀ y : ℝ, HasDerivAt (fun y : ℝ => Real.sin y - (y - y ^ 3 / 6))
      (Real.cos y - (1 - y ^ 2 / 2)) y := by
    intro y
    have h3 : HasDerivAt (fun y : ℝ => y ^ 3) (3 * y ^ 2) y := by
      simpa using hasDerivAt_pow 3 y
    have h := (Real.hasDerivAt_sin y).fun_sub
      ((hasDerivAt_id' y).fun_sub (h3.div_const 6))
    exact h.congr_deriv (by ring)
  -- the difference grows because `1 - y²/2 ≤ cos y`
  have hm : Monotone (fun y : ℝ => Real.sin y - (y - y ^ 3 / 6)) :=
    monotone_of_deriv_nonneg (fun y => (hd y).differentiableAt) (fun y => by
      rw [(hd y).deriv]
      linarith [Real.one_sub_sq_div_two_le_cos (x := y)])
  have h : Real.sin 0 - (0 - 0 ^ 3 / 6) ≤ Real.sin x - (x - x ^ 3 / 6) := hm hx
  rw [Real.sin_zero] at h
  linarith

/-- For `L ≥ 1`, the patch average of the chain dispersion is `-2t cos K` times
`sin(π/L)/(π/L)`, and it differs from the dispersion at the patch centre by at most
`|t|π²/(3L²)`. -/
theorem patchAverage_dispersion (t K : ℝ) {L : ℕ} (hL : 1 ≤ L) :
    patchAverage (dispersion t) L K
        = -2 * t * Real.cos K * (Real.sin (π / L) / (π / L)) ∧
      |patchAverage (dispersion t) L K - dispersion t K| ≤ |t| * π ^ 2 / (3 * L ^ 2) := by
  have hL0 : (0 : ℝ) < L := by exact_mod_cast hL
  have hx : 0 < π / L := by positivity
  have havg : patchAverage (dispersion t) L K
      = -2 * t * Real.cos K * (Real.sin (π / L) / (π / L)) := by
    rw [patchAverage, integral_dispersion]
    ring
  refine ⟨havg, ?_⟩
  -- the reduction factor lies between `1 - x²/6` and `1`
  have hup : Real.sin (π / L) / (π / L) ≤ 1 := by
    rw [div_le_one hx]
    exact Real.sin_le hx.le
  have hlow : 1 - (π / L) ^ 2 / 6 ≤ Real.sin (π / L) / (π / L) := by
    rw [le_div_iff₀ hx]
    linarith [sub_cube_le_sin hx.le]
  have herr : patchAverage (dispersion t) L K - dispersion t K
      = 2 * (t * Real.cos K) * (1 - Real.sin (π / L) / (π / L)) := by
    rw [havg, dispersion]
    ring
  have hc : |t * Real.cos K| ≤ |t| := by
    rw [abs_mul]
    exact mul_le_of_le_one_right (abs_nonneg t) (Real.abs_cos_le_one K)
  rw [herr, abs_mul, abs_mul, abs_of_pos (by norm_num : (0 : ℝ) < 2),
    abs_of_nonneg (sub_nonneg.mpr hup)]
  calc 2 * |t * Real.cos K| * (1 - Real.sin (π / L) / (π / L))
      ≤ 2 * |t| * ((π / L) ^ 2 / 6) :=
        mul_le_mul (by linarith) (by linarith) (sub_nonneg.mpr hup) (by positivity)
    _ = |t| * π ^ 2 / (3 * L ^ 2) := by ring

/-- As the number of patches grows, `L²` times the coarse-graining error at fixed `K`
tends to `(π²/3) t cos K`. -/
theorem tendsto_sq_mul_error (t K : ℝ) :
    Tendsto (fun L : ℕ => (L : ℝ) ^ 2 *
      (patchAverage (dispersion t) L K - dispersion t K)) atTop
      (𝓝 (π ^ 2 / 3 * (t * Real.cos K))) := by
  have h0 : Tendsto (fun L : ℕ => (L : ℝ) ^ 2 *
      (1 - Real.sin (π / L) / (π / L)) - π ^ 2 / 6) atTop (𝓝 0) := by
    refine squeeze_zero_norm' (a := fun L : ℕ => (5 / 96 * π ^ 3) / (L : ℝ)) ?_
      (tendsto_const_div_atTop_nhds_zero_nat _)
    filter_upwards [eventually_ge_atTop 4] with L hL
    have hL4 : (4 : ℝ) ≤ L := by exact_mod_cast hL
    have hL0 : (0 : ℝ) < L := by linarith
    have hx0 : 0 < π / L := by positivity
    have hx1 : π / L ≤ 1 := by
      rw [div_le_one hL0]
      linarith [Real.pi_le_four]
    -- the Taylor remainder of the sine controls the correction
    have hb := Real.sin_bound (abs_le.mpr ⟨by linarith, hx1⟩)
    rw [abs_of_pos hx0] at hb
    have e : ∀ s : ℝ, (L : ℝ) ^ 2 * (1 - s / (π / L)) - π ^ 2 / 6
        = -((L : ℝ) ^ 3 / π) * (s - (π / L - (π / L) ^ 3 / 6)) := by
      intro s
      field_simp
      ring
    rw [e, Real.norm_eq_abs, abs_mul, abs_neg,
      abs_of_pos (by positivity : 0 < (L : ℝ) ^ 3 / π)]
    calc (L : ℝ) ^ 3 / π * |Real.sin (π / L) - (π / L - (π / L) ^ 3 / 6)|
        ≤ (L : ℝ) ^ 3 / π * ((π / L) ^ 4 * (5 / 96)) :=
          mul_le_mul_of_nonneg_left hb (by positivity)
      _ = (5 / 96 * π ^ 3) / (L : ℝ) := by field_simp
  have h1 := (h0.add_const (π ^ 2 / 6)).const_mul (2 * t * Real.cos K)
  have h2 : 2 * t * Real.cos K * (0 + π ^ 2 / 6) = π ^ 2 / 3 * (t * Real.cos K) := by
    ring
  rw [h2] at h1
  refine h1.congr' ?_
  filter_upwards [eventually_ge_atTop 1] with L hL
  rw [(patchAverage_dispersion t K hL).1, dispersion]
  ring

end

end TendstoSqMulError
```

The error:

```
Main.lean:109:36: error: Application type mismatch: The argument
  hb
has type
  |Real.sin (π / ↑L) - (π / ↑L - (π / ↑L) ^ 3 / 6)| ≤ (π / ↑L) ^ 5 / 100
but is expected to have type
  |Real.sin (π / ↑L) - (π / ↑L - (π / ↑L) ^ 3 / 6)| ≤ (π / ↑L) ^ 4 * (5 / 96)
in the application
  mul_le_mul_of_nonneg_left hb
```

What went wrong. The message says that `hb`, obtained from `Real.sin_bound`, bounds the remainder |sin x − (x − x³/6)| by x⁵/100, where x = π/L. The `calc` step needs the bound x⁴ · (5/96). `mul_le_mul_of_nonneg_left` only multiplies the inequality it is given by a nonnegative factor; it doesn't turn one upper bound into another, so the types do not match.

The repair supplies the missing comparison. Since 0 ≤ x ≤ 1, `pow_le_pow_of_le_one` gives x⁵ ≤ x⁴ in `hpow`, and `linarith` combines this with `hb` to give `hb4`, with the bound x⁴/100. The `calc` step now asks for exactly that bound and is given `hb4`.

Multiplying x⁴/100 by L³/π gives π³/(100L), so the comparison sequence in `squeeze_zero_norm'` and the last line of the `calc` are changed to match. The old constant 5/96 was not false, only larger than needed. The new sequence still tends to zero, and the theorem's statement is unchanged.

As a diff, the version that Lean accepts:

```diff
@@ -86,5 +86,5 @@
   have h0 : Tendsto (fun L : ℕ => (L : ℝ) ^ 2 *
       (1 - Real.sin (π / L) / (π / L)) - π ^ 2 / 6) atTop (𝓝 0) := by
-    refine squeeze_zero_norm' (a := fun L : ℕ => (5 / 96 * π ^ 3) / (L : ℝ)) ?_
+    refine squeeze_zero_norm' (a := fun L : ℕ => (π ^ 3 / 100) / (L : ℝ)) ?_
       (tendsto_const_div_atTop_nhds_zero_nat _)
     filter_upwards [eventually_ge_atTop 4] with L hL
@@ -98,4 +98,8 @@
     have hb := Real.sin_bound (abs_le.mpr ⟨by linarith, hx1⟩)
     rw [abs_of_pos hx0] at hb
+    have hpow : (π / L) ^ 5 ≤ (π / L) ^ 4 :=
+      pow_le_pow_of_le_one hx0.le hx1 (by norm_num)
+    have hb4 : |Real.sin (π / L) - (π / L - (π / L) ^ 3 / 6)| ≤ (π / L) ^ 4 / 100 := by
+      linarith
     have e : ∀ s : ℝ, (L : ℝ) ^ 2 * (1 - s / (π / L)) - π ^ 2 / 6
         = -((L : ℝ) ^ 3 / π) * (s - (π / L - (π / L) ^ 3 / 6)) := by
@@ -106,7 +110,7 @@
       abs_of_pos (by positivity : 0 < (L : ℝ) ^ 3 / π)]
     calc (L : ℝ) ^ 3 / π * |Real.sin (π / L) - (π / L - (π / L) ^ 3 / 6)|
-        ≤ (L : ℝ) ^ 3 / π * ((π / L) ^ 4 * (5 / 96)) :=
-          mul_le_mul_of_nonneg_left hb (by positivity)
-      _ = (5 / 96 * π ^ 3) / (L : ℝ) := by field_simp
+        ≤ (L : ℝ) ^ 3 / π * ((π / L) ^ 4 / 100) :=
+          mul_le_mul_of_nonneg_left hb4 (by positivity)
+      _ = (π ^ 3 / 100) / (L : ℝ) := by field_simp
   have h1 := (h0.add_const (π ^ 2 / 6)).const_mul (2 * t * Real.cos K)
   have h2 : 2 * t * Real.cos K * (0 + π ^ 2 / 6) = π ^ 2 / 3 * (t * Real.cos K) := by
```
